# A conserved positive weight det(M)² exp(−(p² + x²)/2) fixes the sign of det M along a continuous field trajectory

A real field `x` and momentum `p` with finitely many components carry the unnormalised phase-space weight det(M(x))² exp(−(p·p + x·x)/2), where `M` is a finite real square matrix depending continuously on the field. The theorem `sign_det_conserved` takes a preconnected set of times `s`, a field trajectory continuous on `s`, and an arbitrary momentum trajectory, and assumes the weight equals a constant c > 0 at every time in `s`; this conservation is a hypothesis, and no equations of motion appear. It concludes that det(M)² ≥ c at all times in `s` and that det M has the same sign at any two of them. The attempt obtains the bound from `weight_le_det_sq` and deduces that the determinant never vanishes. It then splits on the signs at two times and excludes the two mixed cases with `IsPreconnected.intermediate_value`, which would produce a zero.

The failing Lean file:

```lean
import Mathlib

open Matrix Filter Topology

namespace DeterminantHMC

noncomputable section

variable {n m : Type*} [Fintype n] [DecidableEq n] [Fintype m]

/-- The phase-space weight `det(M(x))² exp(-(p·p + x·x)/2)` of field `x` and momentum `p`. -/
def weight (M : (m → ℝ) → Matrix n n ℝ) (x p : m → ℝ) : ℝ :=
  (M x).det ^ 2 * Real.exp (-(p ⬝ᵥ p + x ⬝ᵥ x) / 2)

/-- The weight never exceeds `det(M(x))²`. -/
theorem weight_le_det_sq (M : (m → ℝ) → Matrix n n ℝ) (x p : m → ℝ) :
    weight M x p ≤ (M x).det ^ 2 := by
  have hp : 0 ≤ p ⬝ᵥ p := Finset.sum_nonneg fun i _ => mul_self_nonneg _
  have hx : 0 ≤ x ⬝ᵥ x := Finset.sum_nonneg fun i _ => mul_self_nonneg _
  have he : Real.exp (-(p ⬝ᵥ p + x ⬝ᵥ x) / 2) ≤ 1 := Real.exp_le_one_iff.2 (by linarith)
  exact mul_le_of_le_one_right (sq_nonneg _) he

/-- Along a continuous field trajectory over a connected set of times that conserves the weight
at a value `c > 0`, `det(M)²` stays at least `c` and the sign of `det M` never changes. -/
theorem sign_det_conserved {M : (m → ℝ) → Matrix n n ℝ} (hM : Continuous M)
    {s : Set ℝ} (hs : IsPreconnected s) {x p : ℝ → m → ℝ} (hx : ContinuousOn x s)
    {c : ℝ} (hc : 0 < c) (hW : ∀ t ∈ s, weight M (x t) (p t) = c) :
    (∀ t ∈ s, c ≤ (M (x t)).det ^ 2) ∧
      ∀ a ∈ s, ∀ b ∈ s, SignType.sign (M (x a)).det = SignType.sign (M (x b)).det := by
  have hbar : ∀ t ∈ s, c ≤ (M (x t)).det ^ 2 := fun t ht => by
    rw [← hW t ht]
    exact weight_le_det_sq M _ _
  have hne : ∀ t ∈ s, (M (x t)).det ≠ 0 := fun t ht h => by
    have := hbar t ht
    rw [h] at this
    nlinarith
  have hf : ContinuousOn (fun t => (M (x t)).det) s := hM.matrix_det.comp_continuousOn hx
  refine ⟨hbar, fun a ha b hb => ?_⟩
  -- a change of sign would force a zero of the determinant in between
  rcases lt_or_gt_of_ne (hne a ha) with h1 | h1 <;> rcases lt_or_gt_of_ne (hne b hb) with h2 | h2
  · rw [sign_neg h1, sign_neg h2]
  · obtain ⟨t, ht, h0⟩ := hs.intermediate_value ha hb hf (⟨h1.le, h2.le⟩ : (0 : ℝ) ∈ _)
    exact absurd h0 (hne t ht)
  · obtain ⟨t, ht, h0⟩ := hs.intermediate_value hb ha hf (⟨h2.le, h1.le⟩ : (0 : ℝ) ∈ _)
    exact absurd h0 (hne t ht)
  · rw [sign_pos h1, sign_pos h2]

end

end DeterminantHMC
```

Lean reports:

```
Main.lean:42:58: error: Invalid `⟨...⟩` notation: The expected type `?m.275.1 ?m.276 0` is not an inductive type

Note: This notation can only be used when the expected type is an inductive type with a single constructor
Main.lean:44:58: error: Invalid `⟨...⟩` notation: The expected type `?m.311.1 ?m.312 0` is not an inductive type

Note: This notation can only be used when the expected type is an inductive type with a single constructor
```

Fix (accepted with no message):

```diff
@@ -40,7 +40,9 @@
   rcases lt_or_gt_of_ne (hne a ha) with h1 | h1 <;> rcases lt_or_gt_of_ne (hne b hb) with h2 | h2
   · rw [sign_neg h1, sign_neg h2]
-  · obtain ⟨t, ht, h0⟩ := hs.intermediate_value ha hb hf (⟨h1.le, h2.le⟩ : (0 : ℝ) ∈ _)
+  · obtain ⟨t, ht, h0⟩ :=
+      hs.intermediate_value ha hb hf (Set.mem_Icc.2 (And.intro h1.le h2.le))
     exact absurd h0 (hne t ht)
-  · obtain ⟨t, ht, h0⟩ := hs.intermediate_value hb ha hf (⟨h2.le, h1.le⟩ : (0 : ℝ) ∈ _)
+  · obtain ⟨t, ht, h0⟩ :=
+      hs.intermediate_value hb ha hf (Set.mem_Icc.2 (And.intro h2.le h1.le))
     exact absurd h0 (hne t ht)
   · rw [sign_pos h1, sign_pos h2]
```

What went wrong. Both messages report the same fault, once per mixed-sign case. `hs.intermediate_value ha hb hf` is an inclusion of `Set.Icc` between the two determinant values into the image of `s`, so it is applied to a proof that 0 lies in that interval. The attempt ascribes this proof the type `(0 : ℝ) ∈ _`. With the collection left as a hole, its type is unknown and the `Membership` instance is not yet determined. In `?m.275.1 ?m.276 0`, `?m.275` is the undetermined instance, `.1` its membership field, and `?m.276` the hole. The notation `⟨...⟩` needs its expected type to reduce to a one-constructor inductive type, here `And`, and this term has a metavariable at its head.

The repair drops the ascription. `Set.mem_Icc.2` names the collection as a `Set.Icc` and reduces membership to a conjunction of two inequalities. `And.intro` names the constructor explicitly, so nothing must be read off an expected type, and the types of `h1.le` and `h2.le` identify the element as 0. The second case is identical with endpoints and inequalities swapped. The line breaks after `:=` are mere tidying.
